# For damping 0 < γ < ω_p, the Drude loss peak lies between the zero of Re ε and ω_p

An electron beam crosses a film of a simple metal, and its energy-loss spectrum shows a broad bulk plasmon peak. I describe the metal by

$$\varepsilon(\omega)=1-\frac{\omega_p^2}{\omega(\omega+i\gamma)},$$

with plasma frequency $\omega_p$ and damping rate $\gamma$. I learned to find the plasmon where $\operatorname{Re}\varepsilon=0$. For $\gamma=\omega_p/2$ that gives $0.87\,\omega_p$, but my plot of $\operatorname{Im}(-1/\varepsilon)$ peaks near $0.97\,\omega_p$. Is the plot wrong, and could there be a second maximum?

## The peak has its own quadratic equation

The plot is right, and there is only one maximum. Inserting $\varepsilon$ gives, for $\omega>0$,

$$L(\omega)=\operatorname{Im}\frac{-1}{\varepsilon}=\frac{\omega_p^2\gamma\omega}{D(\omega)},\qquad D(\omega)=(\omega^2-\omega_p^2)^2+\gamma^2\omega^2 .$$

Let $P(x)=3x^2-(2\omega_p^2-\gamma^2)x-\omega_p^4$. Its larger root is

$$\Omega^2=\tfrac16\left(A+\sqrt{A^2+12\omega_p^4}\right),\qquad A=2\omega_p^2-\gamma^2,$$

which is positive because the square root exceeds $|A|$.

Suppose $\omega_0>0$ and $P(\omega_0^2)=0$. For $\omega>0$, $L(\omega)<L(\omega_0)$ means $\omega_0D(\omega)-\omega D(\omega_0)>0$. Expanding,

$$\omega_0D(\omega)-\omega D(\omega_0)=(\omega-\omega_0)\left[\omega\omega_0(\omega^2+\omega\omega_0+\omega_0^2)-A\omega\omega_0-\omega_p^4\right].$$

Multiply by $\omega_0$ and replace $A\omega_0^2$ by $3\omega_0^4-\omega_p^4$:

$$\omega_0\left[\omega_0D(\omega)-\omega D(\omega_0)\right]=(\omega-\omega_0)^2\left[\omega\omega_0^2(\omega+2\omega_0)+\omega_p^4\right].$$

This is positive unless $\omega=\omega_0$, so $L$ has its unique global maximum at $\Omega$. A lower second peak is excluded too: $L'(\omega)=-\omega_p^2\gamma\,P(\omega^2)/D(\omega)^2$, and the roots of $P$ have a negative product, so $\Omega^2$ is its only positive root and $L$ rises before $\Omega$ and falls after it. The Lean theorem covers the global statement only.

The real part is $\operatorname{Re}\varepsilon=1-\omega_p^2/(\omega^2+\gamma^2)$, which vanishes at $\omega^2=\omega_p^2-\gamma^2$. To place $\Omega$, write $x=\Omega^2$ and use $P(x)=0$:

$$xP(y)=(y-x)(3xy+\omega_p^4).$$

For $y>0$, the sign of $P(y)$ therefore tells on which side of $x$ the trial value $y$ lies. Since $P(\omega_p^2)=\gamma^2\omega_p^2>0$, we get $\Omega<\omega_p$. Since $P(\omega_p^2-\gamma^2/4)=-\gamma^4/16<0$, we get $\Omega^2>\omega_p^2-\gamma^2/4$, already above the zero of $\operatorname{Re}\varepsilon$.

For an upper bound, add $d=\gamma^4/(32\omega_p^2)$ to the last trial value. There $P=\gamma^4/16-d\gamma^2/2+3d^2$, which is positive because $\gamma^4/16=2d\omega_p^2$ and $\gamma<\omega_p$. Hence

$$\omega_p^2-\frac{\gamma^2}{4}<\Omega^2<\omega_p^2-\frac{\gamma^2}{4}+\frac{\gamma^4}{32\omega_p^2}.$$

Both restrictions on $\gamma$ matter. At $\gamma=0$ the loss is zero at every positive $\omega\ne\omega_p$, so a unique maximum with a finite value requires $\gamma\ne0$. At $\gamma=\omega_p$ the peak survives, but $\operatorname{Re}\varepsilon>0$ for all $\omega>0$, so $\gamma\le\omega_p$ does not guarantee a positive zero.

## What the Lean statement says about the metal

The real numbers `wp`, `g` and `w` are $\omega_p$, $\gamma$ and $\omega$; `drudeEps` is the complex dielectric function, `lossFn` the imaginary part of $-1/\varepsilon$, `peakPoly` is $P$, and `lossPeak` is $\Omega$. The sign of $i\gamma$ fixes the convention in which absorption means $\operatorname{Im}\varepsilon>0$.

Under `0 < g` and `g < wp`, `drude_loss_peak` states that $\Omega$ is positive, that every other positive frequency has strictly smaller loss, that $\Omega^2$ solves the quadratic, that $\operatorname{Re}\varepsilon$ vanishes at $\sqrt{\omega_p^2-\gamma^2}$, and that $\Omega$ lies strictly between this zero and $\omega_p$.

The damping rate stands for momentum relaxation of the carriers and is postulated as a constant. The model has no interband background and no wavevector dependence. Within this local one-carrier model, the peak position gives $\omega_p$ once $\gamma$ is known: solving $P(\Omega^2)=0$ for $\omega_p^2$ yields $\omega_p^2=\Omega\sqrt{4\Omega^2+\gamma^2}-\Omega^2$.

```lean
import Mathlib

namespace DrudeLossPeak

noncomputable section

/-- The Drude dielectric function `1 - wp² / (w (w + i g))` with plasma frequency `wp` and
damping rate `g`, for real frequencies `w ≠ 0`. -/
def drudeEps (wp g w : ℝ) : ℂ :=
  1 - (wp : ℂ) ^ 2 / ((w : ℂ) * ((w : ℂ) + Complex.I * (g : ℂ)))

/-- The energy-loss function `Im (-1/eps)` of the Drude metal, for `w ≠ 0` and `eps ≠ 0`. -/
def lossFn (wp g w : ℝ) : ℝ := (-1 / drudeEps wp g w).im

/-- The quadratic `3x² - (2wp² - g²)x - wp⁴` in the squared frequency `x`. -/
def peakPoly (wp g x : ℝ) : ℝ := 3 * x ^ 2 - (2 * wp ^ 2 - g ^ 2) * x - wp ^ 4

/-- The square root of the larger root of the quadratic `peakPoly`. -/
def lossPeak (wp g : ℝ) : ℝ :=
  √((2 * wp ^ 2 - g ^ 2 + √((2 * wp ^ 2 - g ^ 2) ^ 2 + 12 * wp ^ 4)) / 6)

private theorem den_eq (g w : ℝ) :
    (w : ℂ) * ((w : ℂ) + Complex.I * (g : ℂ)) = Complex.mk (w ^ 2) (w * g) := by
  apply Complex.ext <;> simp [pow_two]

/-- For `wp > 0` the frequency `lossPeak` is positive and its square solves the quadratic. -/
theorem lossPeak_spec {wp : ℝ} (g : ℝ) (hwp : 0 < wp) :
    0 < lossPeak wp g ∧ peakPoly wp g (lossPeak wp g ^ 2) = 0 := by
  have h4 : 0 < wp ^ 4 := by positivity
  have hs := Real.sq_sqrt
    (show 0 ≤ (2 * wp ^ 2 - g ^ 2) ^ 2 + 12 * wp ^ 4 by positivity)
  have hs0 := Real.sqrt_nonneg ((2 * wp ^ 2 - g ^ 2) ^ 2 + 12 * wp ^ 4)
  unfold lossPeak
  generalize √((2 * wp ^ 2 - g ^ 2) ^ 2 + 12 * wp ^ 4) = s at hs hs0 ⊢
  -- the square root of the discriminant exceeds the absolute value of the linear coefficient
  have hpos : 0 < 2 * wp ^ 2 - g ^ 2 + s := by
    by_contra hn
    have hn' := not_lt.mp hn
    have h1 : 0 ≤ -(2 * wp ^ 2 - g ^ 2 + s) := by linarith
    have h2 : 0 ≤ s - (2 * wp ^ 2 - g ^ 2) := by linarith
    nlinarith [mul_nonneg h1 h2]
  refine ⟨Real.sqrt_pos.mpr (by linarith), ?_⟩
  rw [Real.sq_sqrt (by linarith)]
  unfold peakPoly
  linear_combination hs / 12

/-- For `wp, g > 0`, if the square of `w0 > 0` solves the quadratic, then the loss at every
other positive frequency is strictly smaller than at `w0`. -/
theorem lossFn_lt {wp g w w0 : ℝ} (hwp : 0 < wp) (hg : 0 < g) (hw : 0 < w) (hw0 : 0 < w0)
    (h : peakPoly wp g (w0 ^ 2) = 0) (hne : w ≠ w0) :
    lossFn wp g w < lossFn wp g w0 := by
  have hre : ((wp : ℂ) ^ 2).re = wp ^ 2 := by
    rw [← Complex.ofReal_pow, Complex.ofReal_re]
  have him : ((wp : ℂ) ^ 2).im = 0 := by
    rw [← Complex.ofReal_pow, Complex.ofReal_im]
  have e0 : ∀ z c : ℂ, z ≠ 0 → -1 / (1 - c / z) = -(z / (z - c)) := by
    intro z c hz
    rw [one_sub_div hz, div_div_eq_mul_div, neg_one_mul, neg_div]
  -- the loss as a real rational function
  have key : ∀ v : ℝ, 0 < v →
      lossFn wp g v = wp ^ 2 * (g * v) / ((v ^ 2 - wp ^ 2) ^ 2 + (g * v) ^ 2) := by
    intro v hv
    have hz : Complex.mk (v ^ 2) (v * g) ≠ 0 := by
      intro h0
      have h1 : v * g = 0 := congrArg Complex.im h0
      exact (mul_pos hv hg).ne' h1
    rw [lossFn, drudeEps, den_eq, e0 _ _ hz]
    simp only [Complex.neg_im, Complex.div_im, Complex.normSq_apply, Complex.sub_re,
      Complex.sub_im, hre, him, sub_zero]
    ring
  rw [key w hw, key w0 hw0, div_lt_div_iff₀ (by positivity) (by positivity)]
  -- the cross-multiplied difference is a square times a positive factor
  have hid : w0 * (w0 * ((w ^ 2 - wp ^ 2) ^ 2 + (g * w) ^ 2)
      - w * ((w0 ^ 2 - wp ^ 2) ^ 2 + (g * w0) ^ 2))
      = (w - w0) ^ 2 * (w * w0 ^ 2 * (w + 2 * w0) + wp ^ 4) := by
    unfold peakPoly at h
    linear_combination w * (w - w0) * h
  have hsq : 0 < (w - w0) ^ 2 := pow_pos_of_ne (sub_ne_zero.mpr hne)
  have hprod : 0 < (w - w0) ^ 2 * (w * w0 ^ 2 * (w + 2 * w0) + wp ^ 4) :=
    mul_pos hsq (by positivity)
  rw [← hid] at hprod
  have hdiff := pos_of_mul_pos_of_pos hw0 hprod
  have hfin := mul_pos (show 0 < wp ^ 2 * g by positivity) hdiff
  linarith
where
  pow_pos_of_ne {a : ℝ} (ha : a ≠ 0) : 0 < a ^ 2 := by positivity
  pos_of_mul_pos_of_pos {a b : ℝ} (ha : 0 < a) (hab : 0 < a * b) : 0 < b := by
    by_contra hn
    have := mul_nonneg ha.le (neg_nonneg.mpr (not_lt.mp hn))
    linarith

/-- For `wp, g > 0`, a positive frequency maximises the loss function over all positive
frequencies exactly when its square solves the quadratic. -/
theorem isMax_iff {wp g w : ℝ} (hwp : 0 < wp) (hg : 0 < g) (hw : 0 < w) :
    (∀ v, 0 < v → lossFn wp g v ≤ lossFn wp g w) ↔ peakPoly wp g (w ^ 2) = 0 := by
  obtain ⟨hW, hq⟩ := lossPeak_spec g hwp
  constructor
  · intro h
    by_cases he : w = lossPeak wp g
    · rw [he]
      exact hq
    · exact absurd (lossFn_lt hwp hg hw hW hq he) (not_lt_of_ge (h _ hW))
  · intro h v hv
    by_cases he : v = w
    · rw [he]
    · exact (lossFn_lt hwp hg hv hw h he).le

/-- At a frequency `w > 0` the real part of the Drude dielectric function vanishes exactly
when `w² = wp² - g²`. -/
theorem re_eps_eq_zero_iff (wp g : ℝ) {w : ℝ} (hw : 0 < w) :
    (drudeEps wp g w).re = 0 ↔ w ^ 2 = wp ^ 2 - g ^ 2 := by
  have hre : ((wp : ℂ) ^ 2).re = wp ^ 2 := by
    rw [← Complex.ofReal_pow, Complex.ofReal_re]
  have him : ((wp : ℂ) ^ 2).im = 0 := by
    rw [← Complex.ofReal_pow, Complex.ofReal_im]
  have hw2 : w ^ 2 ≠ 0 := by positivity
  have hs : w ^ 2 + g ^ 2 ≠ 0 := by positivity
  have hN : w ^ 2 * w ^ 2 + w * g * (w * g) = w ^ 2 * (w ^ 2 + g ^ 2) := by ring
  have hform : (drudeEps wp g w).re = 1 - wp ^ 2 / (w ^ 2 + g ^ 2) := by
    rw [drudeEps, den_eq]
    simp only [Complex.sub_re, Complex.one_re, Complex.div_re, Complex.normSq_apply, hre, him]
    rw [hN, zero_mul, zero_div, add_zero, mul_comm (wp ^ 2) (w ^ 2),
      mul_div_mul_left _ _ hw2]
  rw [hform, sub_eq_zero, eq_div_iff hs]
  constructor <;> intro h <;> linarith

/-- For `wp > 0`, let `x > 0` solve the quadratic. A trial value `y > 0` lies below `x` if the
quadratic is negative there, and above `x` if it is positive there. -/
theorem peakPoly_sign {wp g x y : ℝ} (hwp : 0 < wp) (hx : 0 < x) (hy : 0 < y)
    (h : peakPoly wp g x = 0) :
    (peakPoly wp g y < 0 → y < x) ∧ (0 < peakPoly wp g y → x < y) := by
  have hid : x * peakPoly wp g y = (y - x) * (3 * x * y + wp ^ 4) := by
    unfold peakPoly at h ⊢
    linear_combination y * h
  have hK : 0 < 3 * x * y + wp ^ 4 := by positivity
  constructor
  · intro hq
    by_contra hn
    have h1 := mul_neg_of_pos_of_neg hx hq
    have h2 := mul_nonneg (sub_nonneg.mpr (not_lt.mp hn)) hK.le
    linarith
  · intro hq
    by_contra hn
    have h1 := mul_pos hx hq
    have h2 := mul_nonneg (sub_nonneg.mpr (not_lt.mp hn)) hK.le
    linarith

/-- For `0 < g < wp`, the square of `lossPeak` exceeds `wp² - g²/4`, by less than
`g⁴/(32 wp²)`. -/
theorem lossPeak_redshift {wp g : ℝ} (hg : 0 < g) (hgw : g < wp) :
    wp ^ 2 - g ^ 2 / 4 < lossPeak wp g ^ 2 ∧
      lossPeak wp g ^ 2 < wp ^ 2 - g ^ 2 / 4 + g ^ 4 / (32 * wp ^ 2) := by
  have hwp : 0 < wp := hg.trans hgw
  have hne : wp ≠ 0 := hwp.ne'
  obtain ⟨hW, hq⟩ := lossPeak_spec g hwp
  have hW2 : 0 < lossPeak wp g ^ 2 := by positivity
  have hsq : g ^ 2 < wp ^ 2 := by nlinarith
  have hg2 : 0 < g ^ 2 := by positivity
  have hg4 : 0 < g ^ 4 := by positivity
  constructor
  · apply (peakPoly_sign hwp hW2 (by linarith) hq).1
    have hval : peakPoly wp g (wp ^ 2 - g ^ 2 / 4) = -(g ^ 4 / 16) := by
      unfold peakPoly
      ring
    linarith
  · obtain ⟨d, hd⟩ : ∃ d, d = g ^ 4 / (32 * wp ^ 2) := ⟨_, rfl⟩
    have hd0 : 0 < d := by
      rw [hd]
      positivity
    have hdw : d * wp ^ 2 = g ^ 4 / 32 := by
      rw [hd]
      field_simp
    rw [← hd]
    apply (peakPoly_sign hwp hW2 (by linarith) hq).2
    have hval : peakPoly wp g (wp ^ 2 - g ^ 2 / 4 + d)
        = g ^ 4 / 16 - d * g ^ 2 / 2 + 3 * d ^ 2 := by
      unfold peakPoly
      linear_combination 4 * hdw
    have h1 := mul_pos hd0 (sub_pos.mpr hsq)
    have h2 := sq_nonneg d
    linarith

/-- For `0 < g < wp`, the loss function on `w > 0` has its unique maximum at `lossPeak`, whose
square solves `3x² - (2wp² - g²)x - wp⁴ = 0`. This frequency lies strictly between the zero
`√(wp² - g²)` of the real part of `eps` and `wp`. -/
theorem drude_loss_peak {wp g : ℝ} (hg : 0 < g) (hgw : g < wp) :
    0 < lossPeak wp g ∧
      (∀ w, 0 < w → w ≠ lossPeak wp g → lossFn wp g w < lossFn wp g (lossPeak wp g)) ∧
      3 * (lossPeak wp g ^ 2) ^ 2 - (2 * wp ^ 2 - g ^ 2) * lossPeak wp g ^ 2 - wp ^ 4 = 0 ∧
      (drudeEps wp g √(wp ^ 2 - g ^ 2)).re = 0 ∧
      √(wp ^ 2 - g ^ 2) < lossPeak wp g ∧ lossPeak wp g < wp := by
  have hwp : 0 < wp := hg.trans hgw
  obtain ⟨hW, hq⟩ := lossPeak_spec g hwp
  have hsq : 0 < wp ^ 2 - g ^ 2 := by nlinarith
  have hg2 : 0 < g ^ 2 := by positivity
  refine ⟨hW, fun w hw hne => lossFn_lt hwp hg hw hW hq hne, hq, ?_, ?_, ?_⟩
  · exact (re_eps_eq_zero_iff wp g (Real.sqrt_pos.mpr hsq)).mpr (Real.sq_sqrt hsq.le)
  · rw [Real.sqrt_lt' hW]
    linarith [(lossPeak_redshift hg hgw).1]
  · -- at the plasma frequency the quadratic equals g² wp² > 0
    have hval : peakPoly wp g (wp ^ 2) = g ^ 2 * wp ^ 2 := by
      unfold peakPoly
      ring
    have hlt : lossPeak wp g ^ 2 < wp ^ 2 := by
      apply (peakPoly_sign hwp (by positivity) (by positivity) hq).2
      rw [hval]
      positivity
    exact lt_of_pow_lt_pow_left₀ 2 hwp.le hlt

end

end DrudeLossPeak
```

```lean
#print axioms DrudeLossPeak.isMax_iff
#print axioms DrudeLossPeak.drude_loss_peak
```

```
'DrudeLossPeak.isMax_iff' depends on axioms: [propext, Classical.choice, Quot.sound]
'DrudeLossPeak.drude_loss_peak' depends on axioms: [propext, Classical.choice, Quot.sound]
```

## From the algebra to the lemmas

`lossPeak_spec` proves that $\Omega$ is positive and solves the quadratic. In `lossFn_lt`, `key` is the rational formula for $L$, `div_lt_div_iff₀` cross-multiplies, and `hid` is the identity with the squared factor; `linear_combination` checks it, given the hypothesis $P(\omega_0^2)=0$ multiplied by $\omega(\omega-\omega_0)$.

`isMax_iff` adds the converse for every $\gamma>0$: a maximiser other than $\Omega$ would contradict the strict inequality. `re_eps_eq_zero_iff` computes the real part and shows that its positive zero is unique.

`peakPoly_sign` is the trial-value test, and `lossPeak_redshift` applies it at the two bounds on $\Omega^2$. The main theorem takes its lower bracket from there and tests $\omega_p^2$ for the upper one.
